# On a two-dimensional periodic lattice, a commutative plaquette field comes from commuting links exactly when its product is 1

Prescribe a value $F(k)$ in a commutative group for each cell of a periodic $N\times M$ lattice, with $N,M\ge 1$. Links in the same group with these plaquettes exist exactly when $\prod_k F(k)=1$. For U(1) phases, the total flux must be an integer multiple of $2\pi$.

This decides which magnetic flux patterns Peierls phases can produce on a finite torus. It also constrains single-band Berry fluxes on a Brillouin-zone mesh, but there the links must come from Bloch states, and the theorem does not supply such states.

## Links and plaquettes

```lean
import Mathlib

open Finset

namespace TorusPlaquetteFlux

variable {N M : ℕ} {G : Type*} [CommGroup G]
```

`G` is the commutative group, written multiplicatively; for phases it is U(1). A "flux" below is therefore a group element such as $e^{i\varphi}$, not the angle $\varphi$.

```lean
/-- The plaquette at site `k`: the oriented product of the four links around the unit cell
whose lower left corner is `k`, on the periodic `N × M` lattice. -/
def plaquette (Ux Uy : ZMod N × ZMod M → G) (k : ZMod N × ZMod M) : G :=
  Ux k * Uy (k + (1, 0)) * (Ux (k + (0, 1)))⁻¹ * (Uy k)⁻¹
```

A site is a pair $k=(i,j)$ in `ZMod N × ZMod M`, integers modulo $N$ and $M$, so periodicity is built in. With $\hat x=(1,0)$ and $\hat y=(0,1)$, the counterclockwise plaquette is

$$P(k)=U_x(k)\,U_y(k+\hat x)\,U_x(k+\hat y)^{-1}\,U_y(k)^{-1}.$$

```lean
/-- A field `F` on the sites is a plaquette field if some horizontal and vertical links
have `F` as their plaquettes. -/
def IsPlaquetteField (F : ZMod N × ZMod M → G) : Prop :=
  ∃ Ux Uy : ZMod N × ZMod M → G, ∀ k, plaquette Ux Uy k = F k
```

`IsPlaquetteField F` says that periodic links exist (`∃`) whose plaquette equals $F(k)$ at every site (`∀ k`).

## Total flux and potentials on a ring

```lean
/-- For links in a commutative group on the `N × M` torus, `N, M ≥ 1`, the total flux is trivial:
the product of all plaquettes is `1`. -/
theorem prod_plaquette [NeZero N] [NeZero M] (Ux Uy : ZMod N × ZMod M → G) :
    ∏ k, plaquette Ux Uy k = 1 := by
  -- a product over all sites does not change under a lattice translation
  have shift : ∀ (U : ZMod N × ZMod M → G) (e : ZMod N × ZMod M),
      ∏ k, U (k + e) = ∏ k, U k := fun U e => Equiv.prod_comp (Equiv.addRight e) U
  simp only [plaquette, Finset.prod_mul_distrib, Finset.prod_inv_distrib]
  rw [shift Uy, shift Ux, mul_inv_cancel_comm, mul_inv_cancel]
```

The assumptions `[NeZero N] [NeZero M]` say $N,M\ge1$. Let $A=\prod_k U_x(k)$ and $B=\prod_k U_y(k)$. Translating the lattice only reorders the factors, so

$$\prod_k P(k)=A\,B\,A^{-1}B^{-1}=1.$$

In Lean, `shift` is the translation step; `simp only` splits the product into these four.

```lean
/-- On a ring of `N ≥ 1` sites, a field whose product around the ring is `1` is the increment
of a periodic potential `h`. -/
theorem exists_potential [NeZero N] (f : ZMod N → G) (hf : ∏ i, f i = 1) :
    ∃ h : ZMod N → G, ∀ i, h (i + 1) = h i * f i := by
  have hfull : ∏ k ∈ range N, f (k : ZMod N) = 1 := by
    refine Eq.trans ?_ hf
    exact Finset.prod_nbij' (fun k : ℕ => (k : ZMod N)) ZMod.val (by simp)
      (fun i _ => Finset.mem_range.2 (ZMod.val_lt i))
      (fun k hk => by
        show ZMod.val (k : ZMod N) = k
        rw [ZMod.val_natCast, Nat.mod_eq_of_lt (Finset.mem_range.1 hk)])
      (fun i _ => ZMod.natCast_zmod_val i) (fun _ _ => rfl)
  -- the potential is the partial product from site 0 up to site i
  refine ⟨fun i => ∏ k ∈ range i.val, f (k : ZMod N), fun i => ?_⟩
  have hstep : (∏ k ∈ range i.val, f (k : ZMod N)) * f i
      = ∏ k ∈ range (i.val + 1), f (k : ZMod N) := by
    rw [Finset.prod_range_succ, ZMod.natCast_zmod_val]
  have hi : i + 1 = ((i.val + 1 : ℕ) : ZMod N) := by
    rw [Nat.cast_add, ZMod.natCast_zmod_val, Nat.cast_one]
  beta_reduce
  rw [hstep, hi, ZMod.val_natCast]
  rcases Nat.lt_or_ge (i.val + 1) N with h | h
  · rw [Nat.mod_eq_of_lt h]
  · -- the last step closes the ring, where the full product is 1
    have e : i.val + 1 = N := by
      have := ZMod.val_lt i
      omega
    rw [e, Nat.mod_self, hfull, Finset.prod_range_zero]
```

If $\prod_i f(i)=1$ on a ring, there is a periodic $h$ with $h(i+1)=h(i)f(i)$. This "potential" is multiplicative: its increments are ratios. Label the sites $0,\dots,N-1$ and take

$$h(i)=\prod_{m=0}^{i-1}f(m),\qquad h(0)=1.$$

The relation is immediate for $i<N-1$. At $i=N-1$, the right side is the full product, which equals $1=h(0)$. The proof rewrites the ring product as an ordinary range product in `hfull`, then `rcases` separates interior steps from the closing one.

## Constructing the links

```lean
/-- On the `N × M` torus with `N, M ≥ 1`, a field with values in a commutative group is the
plaquette field of some links exactly when its product over all sites is `1`. -/
theorem isPlaquetteField_iff [NeZero N] [NeZero M] (F : ZMod N × ZMod M → G) :
    IsPlaquetteField F ↔ ∏ k, F k = 1 := by
  constructor
  · rintro ⟨Ux, Uy, h⟩
    rw [← prod_plaquette Ux Uy]
    exact Finset.prod_congr rfl fun k _ => (h k).symm
  · intro hF
    -- the row products of F have a potential r along the vertical direction
    have hrows : ∏ j, ∏ i, F (i, j) = 1 := by
      have h := hF
      rw [Fintype.prod_prod_type_right] at h
      exact h
    obtain ⟨r, hr⟩ := exists_potential (fun j => ∏ i, F (i, j)) hrows
    have hr' : ∀ j, r (j + 1) = r j * ∏ i, F (i, j) := hr
    -- horizontal links that absorb the net flux of every row
    obtain ⟨X, hX⟩ : ∃ X : ZMod N × ZMod M → G, ∀ j, ∏ i, X (i, j) = (r j)⁻¹ :=
      ⟨fun k => if k.1 = 0 then (r k.2)⁻¹ else 1, fun j => by simp⟩
    -- the remaining flux has product 1 along each row; its potentials serve as vertical links
    have hres : ∀ j, ∃ h : ZMod N → G, ∀ i,
        h (i + 1) = h i * (F (i, j) * X (i, j + 1) * (X (i, j))⁻¹) := by
      intro j
      apply exists_potential (fun i => F (i, j) * X (i, j + 1) * (X (i, j))⁻¹)
      simp only [Finset.prod_mul_distrib, Finset.prod_inv_distrib, hX, hr']
      group
    choose Y hY using hres
    refine ⟨X, fun k => Y k.2 k.1, ?_⟩
    rintro ⟨i, j⟩
    simp only [plaquette, Prod.mk_add_mk, add_zero, hY]
    calc X (i, j) * (Y j i * (F (i, j) * X (i, j + 1) * (X (i, j))⁻¹))
          * (X (i, j + 1))⁻¹ * (Y j i)⁻¹
        = F (i, j) * (X (i, j) * (X (i, j))⁻¹) * (Y j i * (Y j i)⁻¹)
          * (X (i, j + 1) * (X (i, j + 1))⁻¹) := by ac_rfl
      _ = F (i, j) := by simp only [mul_inv_cancel, mul_one]
```

The symbol `↔` means "exactly when", and `constructor` separates the two directions. The forward one is the previous total-flux result.

For the converse, let $R(j)=\prod_i F(i,j)$ be the row products. Since $\prod_j R(j)=1$, the ring lemma gives $r(j+1)=r(j)R(j)$. Choose horizontal links $X(0,j)=r(j)^{-1}$ and $X(i,j)=1$ for $i\ne0$. The remaining flux

$$g_j(i)=F(i,j)\,X(i,j+1)\,X(i,j)^{-1}$$

has row product $R(j)\,r(j+1)^{-1}r(j)=1$. The ring lemma, now applied along each row, gives $Y_j(i+1)=Y_j(i)g_j(i)$. With $U_x=X$ and $U_y(i,j)=Y_j(i)$,

$$P(i,j)=X(i,j)\,g_j(i)\,X(i,j+1)^{-1}=F(i,j).$$

Here `hrows`, `hX` and `hres` establish the three products or potentials, `choose` collects the row potentials into one function, and the final `calc` cancels factors using commutativity.

## Uniform and localised flux

```lean
/-- In a commutative group, the same flux `z` through every plaquette of the `N × M` torus,
`N, M ≥ 1`, is realized by some links exactly when `z ^ (N * M) = 1`. -/
theorem uniform_flux_iff [NeZero N] [NeZero M] (z : G) :
    IsPlaquetteField (fun _ : ZMod N × ZMod M => z) ↔ z ^ (N * M) = 1 := by
  rw [isPlaquetteField_iff, Finset.prod_const, Finset.card_univ, Fintype.card_prod,
    ZMod.card, ZMod.card]
```

A constant field $z$ has $NM$ equal factors, so the condition is $z^{NM}=1$. The rewrite counts the sites.

```lean
/-- Flux quantization for phases: a uniform plaquette phase `exp(iφ)` on the `N × M` torus,
`N, M ≥ 1`, is realized by U(1) links exactly when the total angle `N M φ` is an integer multiple of
`2π`. -/
theorem uniform_phase_iff [NeZero N] [NeZero M] (φ : ℝ) :
    IsPlaquetteField (fun _ : ZMod N × ZMod M => Circle.exp φ) ↔
      ∃ C : ℤ, (N : ℝ) * M * φ = 2 * Real.pi * C := by
  have h : Circle.exp φ ^ (N * M) = 1 ↔
      Complex.exp (((N * M : ℕ) : ℂ) * (φ * Complex.I)) = 1 := by
    rw [Complex.exp_nat_mul, ← Circle.coe_exp, ← Circle.coe_pow, Circle.coe_eq_one]
  rw [uniform_flux_iff, h, Complex.exp_eq_one_iff]
  constructor
  · rintro ⟨C, hC⟩
    refine ⟨C, Complex.ofReal_injective ?_⟩
    apply mul_right_cancel₀ Complex.I_ne_zero
    push_cast at hC ⊢
    linear_combination hC
  · rintro ⟨C, hC⟩
    refine ⟨C, ?_⟩
    have h2 := congrArg Complex.ofReal hC
    push_cast at h2 ⊢
    linear_combination Complex.I * h2
```

For $z=e^{i\varphi}$ this becomes $e^{iNM\varphi}=1$, or $NM\varphi=2\pi C$ with $C$ an integer. The proof passes from the unit circle to complex exponentials, then removes the common factor $i$. On a $4\times4$ torus, $\varphi=\pi/8$ gives $C=1$. Replacing $\varphi$ by $\varphi+2\pi$ leaves the plaquettes unchanged but raises $C$ by $NM$, so $C$ depends on the chosen branch.

```lean
/-- For `N, M ≥ 1` and a commutative group, flux `z` inserted at site `p` and flux `w` inserted at
site `q` of an otherwise flux-free torus are realized by some links exactly when they are opposite,
`z * w = 1`. -/
theorem flux_pair_iff [NeZero N] [NeZero M] (p q : ZMod N × ZMod M) (z w : G) :
    IsPlaquetteField (fun k => (if k = p then z else 1) * (if k = q then w else 1)) ↔
      z * w = 1 := by
  rw [isPlaquetteField_iff]
  simp only [Finset.prod_mul_distrib, Finset.prod_ite_eq', Finset.mem_univ, if_true]
```

The product of the inserted fluxes is $zw$, so they must be inverse to each other. If $p=q$, both sit in the same cell and cancel there. `simp only` evaluates the two products, each with at most one nontrivial factor.

```lean
/-- There is no isolated flux on the `N × M` torus, `N, M ≥ 1`, for links in a commutative group: if
all plaquettes of a plaquette field except possibly the one at `p` are `1`, then the one at `p` is
`1` too. -/
theorem no_isolated_flux [NeZero N] [NeZero M] {F : ZMod N × ZMod M → G}
    (hF : IsPlaquetteField F) (p : ZMod N × ZMod M) (h : ∀ k, k ≠ p → F k = 1) :
    F p = 1 := by
  rw [← Fintype.prod_eq_single p h]
  exact (isPlaquetteField_iff F).1 hF

end TorusPlaquetteFlux
```

If every plaquette away from $p$ is 1, the total product reduces to $F(p)$, which must then be 1. The rewrite performs this reduction, and the main theorem finishes it.

```lean
#print axioms TorusPlaquetteFlux.isPlaquetteField_iff
#print axioms TorusPlaquetteFlux.uniform_phase_iff
#print axioms TorusPlaquetteFlux.flux_pair_iff
#print axioms TorusPlaquetteFlux.no_isolated_flux
```

```
'TorusPlaquetteFlux.isPlaquetteField_iff' depends on axioms: [propext, Classical.choice, Quot.sound]
'TorusPlaquetteFlux.uniform_phase_iff' depends on axioms: [propext, Classical.choice, Quot.sound]
'TorusPlaquetteFlux.flux_pair_iff' depends on axioms: [propext, Classical.choice, Quot.sound]
'TorusPlaquetteFlux.no_isolated_flux' depends on axioms: [propext, Classical.choice, Quot.sound]
```

## The integer in a Chern-number calculation

For an isolated band of a two-dimensional Bloch Hamiltonian $H(k)$ that is periodic in $k$, take one normalised eigenvector $u_k$ of the band at each mesh point and set

$$U_x(k)=\frac{\langle u_k|u_{k+\hat x}\rangle}{|\langle u_k|u_{k+\hat x}\rangle|},$$

and similarly $U_y$, assuming nonzero overlaps. Write each plaquette as $e^{i\varphi_k}$ with $-\pi<\varphi_k\le\pi$. The product identity gives $\sum_k\varphi_k=2\pi C$ with $C$ an integer, however coarse the mesh. That $C$ is the band's Chern number, up to the sign convention, is guaranteed only once the mesh is sufficiently fine.
